# In a Lanczos basis a Hermitian operator is tridiagonal, its neighbour couplings never vanish, and its Ritz values are nondegenerate

Take a two-level system with energies 1 and 3, H = diag(1, 3), and the starting state x = (1, 1). Normalising x gives q_0 = (1, 1)/√2, and one application of H gives

H q_0 = (1, 3)/√2 = 2 q_0 + q_1, with q_1 = (−1, 1)/√2.

The coupling ⟨q_1, H q_0⟩ is 1. It could not have been zero: q_1 is already orthogonal to x, so a zero coupling would make it orthogonal to H x as well, hence to the whole span of x and H x. But q_1 lies in that span and has norm one.

The same argument works at every length. The physical problem is to approximate the energies of a large Hamiltonian by diagonalising its projection onto a small subspace, here the one generated by repeated application of H to a single state. The eigenvalues of the projected matrix are the Ritz values.

## Krylov spaces and the basis adapted to them

The states live in a complex inner product space E of any dimension. The operator H is linear and defined on all of E, so an unbounded Hamiltonian with a restricted domain does not fit the statement directly.

```lean
import Mathlib

open Matrix

namespace LanczosBasis

noncomputable section

variable {E : Type*} [NormedAddCommGroup E] [InnerProductSpace ℂ E]
```

The Krylov space of order j is

K_j = span(x, H x, …, H^(j−1) x), with K_0 = {0}.

```lean
/-- The Krylov space of order `j`: the span of `x, H x, ..., H^(j-1) x`. -/
def krylov (H : Module.End ℂ E) (x : E) (j : ℕ) : Submodule ℂ E :=
  Submodule.span ℂ ((fun k : ℕ => (H ^ k) x) '' Set.Iio j)
```

A Lanczos basis is an orthonormal family q_0, …, q_(m−1) whose first j members span K_j for every j ≤ m. Indices start at 0, where many textbooks start at 1. The definition takes the family as given; one of length m exists exactly when x, …, H^(m−1) x are linearly independent.

```lean
/-- A Lanczos basis: orthonormal vectors whose first `j` members span the Krylov space
of order `j`, for every `j` up to their number `m`. -/
structure IsLanczosBasis {m : ℕ} (H : Module.End ℂ E) (x : E) (q : Fin m → E) : Prop where
  orthonormal : Orthonormal ℂ q
  span_eq : ∀ j ≤ m, Submodule.span ℂ (q '' {i | (i : ℕ) < j}) = krylov H x j
```

The projected Hamiltonian has the entries T_ij = ⟨q_i, H q_j⟩. Lean's `inner ℂ` is conjugate-linear in its first argument, as in Dirac notation.

```lean
/-- The Ritz matrix `⟨q_i, H q_j⟩` of the operator `H` in the family `q`. -/
def ritzMatrix {m : ℕ} (H : Module.End ℂ E) (q : Fin m → E) : Matrix (Fin m) (Fin m) ℂ :=
  fun i j => inner ℂ (q i) (H (q j))
```

## H reaches only one order further

If v is a combination of the H^k x with k < j, then H v is a combination of the H^(k+1) x, and k + 1 < j + 1. Thus H K_j ⊆ K_(j+1). Lean checks this on the spanning vectors and extends it by linearity.

```lean
variable {H : Module.End ℂ E} {x : E}

/-- One application of `H` leads from a Krylov space into the next one. -/
theorem apply_mem_krylov {j : ℕ} {v : E} (hv : v ∈ krylov H x j) :
    H v ∈ krylov H x (j + 1) := by
  have hle : krylov H x j ≤ (krylov H x (j + 1)).comap H := by
    refine Submodule.span_le.2 ?_
    rintro _ ⟨k, hk, rfl⟩
    refine Submodule.subset_span ⟨k + 1, Nat.succ_lt_succ hk, ?_⟩
    change (H ^ (k + 1)) x = H ((H ^ k) x)
    rw [pow_succ']
    rfl
  exact hle hv
```

Since q_i is among the first j basis vectors whenever i < j, it belongs to K_j.

```lean
/-- The Lanczos vector `q_i` lies in every Krylov space of order `j` with `i < j ≤ m`. -/
theorem IsLanczosBasis.mem_krylov {m : ℕ} {q : Fin m → E} (h : IsLanczosBasis H x q)
    (i : Fin m) {j : ℕ} (hij : (i : ℕ) < j) (hj : j ≤ m) : q i ∈ krylov H x j := by
  rw [← h.span_eq j hj]
  exact Submodule.subset_span ⟨i, hij, rfl⟩
```

Conversely, if j ≤ i, then K_j is spanned by q_0, …, q_(j−1), all of them different from q_i. Orthonormality gives

⟨q_i, v⟩ = 0 for every v in K_j with j ≤ i.

The proof runs through the span: basis vectors first, then zero, sums and multiples.

```lean
/-- The Lanczos vector `q_i` is orthogonal to every Krylov space of order at most `i`. -/
theorem IsLanczosBasis.inner_krylov {m : ℕ} {q : Fin m → E} (h : IsLanczosBasis H x q)
    (i : Fin m) {j : ℕ} (hji : j ≤ (i : ℕ)) {v : E} (hv : v ∈ krylov H x j) :
    inner ℂ (q i) v = 0 := by
  rw [← h.span_eq j (hji.trans i.isLt.le)] at hv
  induction hv using Submodule.span_induction with
  | mem v hv =>
    obtain ⟨k, hk, rfl⟩ := hv
    have hk' : (k : ℕ) < j := hk
    refine h.orthonormal.2 ?_
    rintro rfl
    omega
  | zero => exact inner_zero_right _
  | add u v _ _ hu hv => rw [inner_add_right, hu, hv, add_zero]
  | smul a v _ hv => rw [inner_smul_right, hv, mul_zero]
```

## Neighbours are always coupled

Let i = j + 1 and suppose ⟨q_i, H q_j⟩ = 0. For k < j, the vector H q_k lies in K_(k+2), and k + 2 ≤ i, so it is orthogonal to q_i too. The vectors q_0, …, q_j span K_i, hence

⟨q_i, H v⟩ = 0 for every v in K_i.

This is `hrow`. Now K_(i+1) is spanned by x and the vectors H(H^k x) with k < i. The first is orthogonal to q_i because i ≥ 1, the others by `hrow`. So q_i is orthogonal to all of K_(i+1), which is `hall`. Since q_i itself lies in K_(i+1), ⟨q_i, q_i⟩ = 0, contradicting its unit norm. Hermiticity plays no part.

```lean
/-- Successive Lanczos vectors are always coupled: `⟨q_(j+1), H q_j⟩` is nonzero.
The operator `H` need not be Hermitian here. -/
theorem IsLanczosBasis.coupling_ne_zero {m : ℕ} {q : Fin m → E} (h : IsLanczosBasis H x q)
    (i j : Fin m) (hij : (i : ℕ) = j + 1) : inner ℂ (q i) (H (q j)) ≠ 0 := by
  intro h0
  -- without the coupling, `q i` is orthogonal to the image of the preceding Krylov space
  have hrow : ∀ v ∈ krylov H x i, inner ℂ (q i) (H v) = 0 := by
    intro v hv
    rw [← h.span_eq i i.isLt.le] at hv
    induction hv using Submodule.span_induction with
    | mem v hv =>
      obtain ⟨k, hk, rfl⟩ := hv
      have hk' : (k : ℕ) < i := hk
      by_cases hkj : k = j
      · rw [hkj]
        exact h0
      · have hne : (k : ℕ) ≠ j := fun e => hkj (Fin.ext e)
        exact h.inner_krylov i (by omega)
          (apply_mem_krylov (h.mem_krylov k (Nat.lt_succ_self _) k.isLt))
    | zero => rw [map_zero, inner_zero_right]
    | add u v _ _ hu hv => rw [map_add, inner_add_right, hu, hv, add_zero]
    | smul a v _ hv => rw [map_smul, inner_smul_right, hv, mul_zero]
  -- hence it is orthogonal to a Krylov space that contains it
  have hall : ∀ v ∈ krylov H x ((i : ℕ) + 1), inner ℂ (q i) v = 0 := by
    intro v hv
    unfold krylov at hv
    induction hv using Submodule.span_induction with
    | mem v hv =>
      obtain ⟨k, hk, rfl⟩ := hv
      have hk' : k < (i : ℕ) + 1 := hk
      rcases k with _ | k
      · exact h.inner_krylov i (j := 1) (by omega)
          (Submodule.subset_span ⟨0, Nat.one_pos, rfl⟩)
      · have hs : (H ^ (k + 1)) x = H ((H ^ k) x) := by
          rw [pow_succ']
          rfl
        change inner ℂ (q i) ((H ^ (k + 1)) x) = 0
        rw [hs]
        exact hrow _ (Submodule.subset_span ⟨k, Nat.lt_of_succ_lt_succ hk', rfl⟩)
    | zero => exact inner_zero_right _
    | add u v _ _ hu hv => rw [inner_add_right, hu, hv, add_zero]
    | smul a v _ hv => rw [inner_smul_right, hv, mul_zero]
  exact h.orthonormal.ne_zero i
    (inner_self_eq_zero.1 (hall _ (h.mem_krylov i (Nat.lt_succ_self _) i.isLt)))
```

## Hermiticity removes the other side

If j + 1 < i, then H q_j lies in K_(j+2) with j + 2 ≤ i, so ⟨q_i, H q_j⟩ = 0. Above the diagonal, the hypothesis `LinearMap.IsSymmetric H`, meaning ⟨H u, v⟩ = ⟨u, H v⟩, gives

⟨q_i, H q_j⟩ = ⟨H q_i, q_j⟩ = conj ⟨q_j, H q_i⟩ = 0 for i + 1 < j.

The theorem joins both statements: entries with |i − j| > 1 vanish, and entries just below the diagonal do not. For m ≤ 1 there are no such entries and nothing is claimed.

```lean
/-- In a Lanczos basis a Hermitian `H` is tridiagonal, and every matrix element
`⟨q_(j+1), H q_j⟩` just below the diagonal is nonzero. -/
theorem lanczos_tridiagonal_unreduced {m : ℕ} {q : Fin m → E}
    (hH : LinearMap.IsSymmetric H) (h : IsLanczosBasis H x q) :
    (∀ i j : Fin m, (i : ℕ) + 1 < j ∨ (j : ℕ) + 1 < i → inner ℂ (q i) (H (q j)) = 0) ∧
    (∀ i j : Fin m, (i : ℕ) = j + 1 → inner ℂ (q i) (H (q j)) ≠ 0) := by
  have low : ∀ i j : Fin m, (j : ℕ) + 1 < i → inner ℂ (q i) (H (q j)) = 0 :=
    fun i j hij => h.inner_krylov i hij
      (apply_mem_krylov (h.mem_krylov j (Nat.lt_succ_self _) j.isLt))
  refine ⟨fun i j hij => ?_, h.coupling_ne_zero⟩
  rcases hij with hij | hij
  · -- above the diagonal, move `H` to the other side
    rw [← inner_conj_symm, hH, low j i hij, map_zero]
  · exact low i j hij
```

## Every Ritz vector contains the starting state

An eigenvector c of T gives the Ritz vector c_0 q_0 + … + c_(m−1) q_(m−1). Since q_0 is a nonzero multiple of x and the other q_i are orthogonal to x, this vector overlaps with the starting state exactly when c_0 ≠ 0. To see that c_0 cannot vanish, let T c = θ c with c_0 = 0, and suppose c_0, …, c_k are already known to vanish. Row k of the eigenvalue equation is

T_(k,k−1) c_(k−1) + T_kk c_k + T_(k,k+1) c_(k+1) = θ c_k,

without the first term when k = 0. It reduces to T_(k,k+1) c_(k+1) = 0. The coefficient is the conjugate of T_(k+1,k), which is nonzero, so c_(k+1) = 0. Strong induction carries this down the whole vector; `hs` is the reduction of the row to one term.

```lean
/-- For Hermitian `H` and `T` its Ritz matrix in a Lanczos basis, a solution `c` of `T c = θ c`
whose first component `c 0` vanishes is zero. -/
theorem ritz_vector_eq_zero {n : ℕ} {q : Fin (n + 1) → E}
    (hH : LinearMap.IsSymmetric H) (h : IsLanczosBasis H x q) {c : Fin (n + 1) → ℂ} {θ : ℂ}
    (hc : ritzMatrix H q *ᵥ c = θ • c) (h0 : c 0 = 0) : c = 0 := by
  have key : ∀ k : ℕ, ∀ hk : k < n + 1, c ⟨k, hk⟩ = 0 := by
    intro k
    induction k using Nat.strong_induction_on with
    | _ k ih =>
      intro hk
      rcases k with _ | k
      · exact h0
      have hk' : k < n + 1 := by omega
      -- row `k` of the eigenvalue equation retains only component `k + 1`
      have hs : (ritzMatrix H q *ᵥ c) ⟨k, hk'⟩
          = ritzMatrix H q ⟨k, hk'⟩ ⟨k + 1, hk⟩ * c ⟨k + 1, hk⟩ := by
        change ∑ j, ritzMatrix H q ⟨k, hk'⟩ j * c j = _
        refine Finset.sum_eq_single_of_mem _ (Finset.mem_univ _) ?_
        intro j _ hj
        have hne : (j : ℕ) ≠ k + 1 := fun e => hj (Fin.ext e)
        rcases lt_or_gt_of_ne hne with hlt | hgt
        · have e : c j = 0 := ih j hlt j.isLt
          rw [e, mul_zero]
        · have e : ritzMatrix H q ⟨k, hk'⟩ j = 0 :=
            (lanczos_tridiagonal_unreduced hH h).1 _ _ (Or.inl hgt)
          rw [e, zero_mul]
      have hrow := congrFun hc ⟨k, hk'⟩
      rw [hs, Pi.smul_apply, ih k (Nat.lt_succ_self k) hk', smul_zero] at hrow
      refine (mul_eq_zero.1 hrow).resolve_left ?_
      intro e
      have e' : inner ℂ (q ⟨k, hk'⟩) (H (q ⟨k + 1, hk⟩)) = 0 := e
      apply h.coupling_ne_zero ⟨k + 1, hk⟩ ⟨k, hk'⟩ rfl
      rw [← inner_conj_symm, hH, e', map_zero]
  funext i
  exact key i i.isLt
```

Now let c ≠ 0 and d satisfy the equation with the same θ. Then c_0 ≠ 0, and

d − (d_0/c_0) c

satisfies it as well, with vanishing first component. It is therefore zero, and d is a multiple of c. Each Ritz value has a one-dimensional eigenspace.

```lean
/-- Ritz values from a Lanczos basis of a Hermitian `H` are nondegenerate: any eigenvector of
the Ritz matrix is a multiple of a given nonzero one with the same eigenvalue. -/
theorem ritz_value_nondegenerate {n : ℕ} {q : Fin (n + 1) → E}
    (hH : LinearMap.IsSymmetric H) (h : IsLanczosBasis H x q) {c d : Fin (n + 1) → ℂ} {θ : ℂ}
    (hc : ritzMatrix H q *ᵥ c = θ • c) (hd : ritzMatrix H q *ᵥ d = θ • d) (hne : c ≠ 0) :
    ∃ a : ℂ, d = a • c := by
  have hc0 : c 0 ≠ 0 := fun e => hne (ritz_vector_eq_zero hH h hc e)
  refine ⟨d 0 / c 0, sub_eq_zero.1 (ritz_vector_eq_zero hH h (θ := θ) ?_ ?_)⟩
  · rw [Matrix.mulVec_sub, Matrix.mulVec_smul, hc, hd, smul_sub, smul_comm]
  · change d 0 - d 0 / c 0 * c 0 = 0
    rw [div_mul_cancel₀ _ hc0, sub_self]
```

This concerns T, not H, which may have degenerate levels. In exact arithmetic, a Lanczos run from one starting state on a finite lattice model therefore shows a degenerate level at most once.

## A particle on three sites

For a single particle hopping on an open chain of three sites, with the hopping amplitude as the unit of energy and taken positive,

H(v_0, v_1, v_2) = (v_1, v_0 + v_2, v_1).

```lean
/-- Nearest-neighbour hopping on an open chain of three sites. -/
def hopping : Module.End ℂ (EuclideanSpace ℂ (Fin 3)) where
  toFun v := !₂[v 1, v 0 + v 2, v 1]
  map_add' u v := by
    ext k
    fin_cases k <;> simp
    ring
  map_smul' a v := by
    ext k
    fin_cases k <;> simp
    ring
```

Start from the end site, x = e_0. Then H x = e_1 and H² x = e_0 + e_2, so e_2 = H² x − x. The site basis is therefore a Lanczos basis, and T has rows (0, 1, 0), (1, 0, 1), (0, 1, 0). By hand, its eigenvalues and normalised eigenvectors are

θ = ±√2: (1, ±√2, 1)/2

θ = 0: (1, 0, −1)/√2.

All three first components are nonzero, while the middle one vanishes at θ = 0. The Lean proof checks the symmetry of H and both inclusions between the spans, for each order up to three.

```lean
/-- The hopping operator of the three-site chain is Hermitian, and the site basis is a Lanczos
basis for it when the starting vector is the first site. -/
theorem lanczos_witness : LinearMap.IsSymmetric hopping ∧
    IsLanczosBasis hopping (EuclideanSpace.single 0 1)
      (fun i : Fin 3 => EuclideanSpace.single i (1 : ℂ)) := by
  have h1 : hopping (EuclideanSpace.single 0 1) = EuclideanSpace.single 1 1 := by
    ext k
    fin_cases k <;> simp [hopping]
  have h2 : hopping (EuclideanSpace.single 1 1)
      = EuclideanSpace.single 0 1 + EuclideanSpace.single 2 1 := by
    ext k
    fin_cases k <;> simp [hopping]
  have p1 : (hopping ^ 1) (EuclideanSpace.single 0 1) = EuclideanSpace.single 1 1 := by
    rw [pow_one, h1]
  have p2 : (hopping ^ 2) (EuclideanSpace.single 0 1)
      = EuclideanSpace.single 0 1 + EuclideanSpace.single 2 1 := by
    rw [pow_two, Module.End.mul_apply, h1, h2]
  refine ⟨?_, EuclideanSpace.orthonormal_single, fun j hj => le_antisymm ?_ ?_⟩
  · intro u v
    simp [hopping, PiLp.inner_apply, Fin.sum_univ_succ]
    ring
  · refine Submodule.span_le.2 ?_
    rintro _ ⟨i, hi, rfl⟩
    have hi' : (i : ℕ) < j := hi
    fin_cases i
    · exact Submodule.subset_span ⟨0, hi', rfl⟩
    · exact Submodule.subset_span ⟨1, hi', p1⟩
    · -- the third site is `H² x - x`
      have e : EuclideanSpace.single (2 : Fin 3) (1 : ℂ)
          = (hopping ^ 2) (EuclideanSpace.single 0 1) - EuclideanSpace.single 0 1 := by
        rw [p2, add_sub_cancel_left]
      change EuclideanSpace.single (2 : Fin 3) (1 : ℂ) ∈ krylov hopping _ j
      rw [e]
      exact Submodule.sub_mem _ (Submodule.subset_span ⟨2, hi', rfl⟩)
        (Submodule.subset_span ⟨0, lt_trans Nat.two_pos hi', rfl⟩)
  · refine Submodule.span_le.2 ?_
    rintro _ ⟨k, hk, rfl⟩
    have hk' : k < j := hk
    have hk3 : k < 3 := lt_of_lt_of_le hk' hj
    interval_cases k
    · exact Submodule.subset_span ⟨0, hk', rfl⟩
    · exact Submodule.subset_span ⟨1, hk', p1.symm⟩
    · change (hopping ^ 2) (EuclideanSpace.single 0 1) ∈ Submodule.span ℂ _
      rw [p2]
      exact Submodule.add_mem _
        (Submodule.subset_span ⟨0, lt_trans Nat.two_pos hk', rfl⟩)
        (Submodule.subset_span ⟨2, hk', rfl⟩)

end

end LanczosBasis
```

```lean
#print axioms LanczosBasis.ritz_value_nondegenerate
-- 'LanczosBasis.ritz_value_nondegenerate' depends on axioms: [propext, Classical.choice, Quot.sound]
```

## The coupling as a computed norm

In its simplest form, the Lanczos recursion uses the last two basis vectors and applies H once per step. With a_j = ⟨q_j, H q_j⟩, it forms

r_j = H q_j − a_j q_j − b_(j−1) q_(j−1), b_j = ‖r_j‖, q_(j+1) = r_j / b_j,

omitting the b_(j−1) term at j = 0. The number b_j is the coupling ⟨q_(j+1), H q_j⟩. If b_j = 0, the Krylov space is already invariant under H, no further basis vector exists, and the recursion stops.

The theorems assume that the whole family q_0, q_1, … is orthonormal. In a numerical run without reorthogonalisation, rounding can erode this, and nearly equal copies of a single level can then appear among the computed Ritz values.
